# The third-moment sum rule for an arbitrary operator on an energy eigenstate

For a Hermitian matrix `H` on a finite-dimensional space, a vector ψ with Hψ = Eψ and any matrix A, the theorem states that ⟨ψ, [[A†, H], [H, [H, A]]] ψ⟩ = ⟨Aψ, (H − E)³ Aψ⟩ + ⟨A†ψ, (H − E)³ A†ψ⟩. The right-hand side adds the third moments of energy, measured from E, in the unnormalised vectors Aψ and A†ψ. The vector ψ need not be a ground state or normalised; if it is nonzero, dividing both sides by ⟨ψ, ψ⟩ gives the values for the normalised state. The proof expands the outer commutator into two products, moves the left factor of each onto the bra, and turns each commutator with `H` acting on ψ into a factor H − E.

Lean 4 with Mathlib refuses this proof:

```lean
import Mathlib

open Matrix

namespace ThirdMomentSumRule

noncomputable section

variable {n : Type*} [Fintype n] [DecidableEq n]

/-- The commutator `[X, Y] = XY - YX` of two operators. -/
def comm (X Y : Matrix n n ℂ) : Matrix n n ℂ := X * Y - Y * X

/-- The excitation operator `H - E`, which measures energies from the level `E`. -/
def exc (H : Matrix n n ℂ) (E : ℝ) : Matrix n n ℂ := H - (E : ℂ) • (1 : Matrix n n ℂ)

/-- The third frequency moment `⟨x, (H - E)³ x⟩` of a vector `x`. -/
def thirdMoment (H : Matrix n n ℂ) (E : ℝ) (x : n → ℂ) : ℂ :=
  star x ⬝ᵥ ((exc H E) ^ 3 *ᵥ x)

/-- On an eigenstate of energy `E`, the commutator with `H` acts as
`[H, X] ψ = (H - E) X ψ`. -/
theorem comm_mulVec_eigenstate {H : Matrix n n ℂ} {E : ℝ} {ψ : n → ℂ}
    (hψ : H *ᵥ ψ = (E : ℂ) • ψ) (X : Matrix n n ℂ) :
    comm H X *ᵥ ψ = exc H E *ᵥ (X *ᵥ ψ) := by
  simp only [comm, exc, Matrix.sub_mulVec, ← Matrix.mulVec_mulVec, hψ, Matrix.mulVec_smul,
    Matrix.smul_mulVec, Matrix.one_mulVec]

omit [DecidableEq n] in
/-- For Hermitian `H`, the adjoint of `[H, X]` is `-[H, X†]`. -/
theorem comm_conjTranspose {H : Matrix n n ℂ} (hH : H.IsHermitian) (X : Matrix n n ℂ) :
    (comm H X)ᴴ = -comm H Xᴴ := by
  simp only [comm, Matrix.conjTranspose_sub, Matrix.conjTranspose_mul, hH.eq, neg_sub]

/-- For Hermitian `H`, powers of `H - E` can be moved from the bra to the ket: `⟨(H - E)ᵃ x, (H -
E)ᵇ x⟩ = ⟨x, (H - E)ᵃ⁺ᵇ x⟩`. -/
theorem exc_pow_move {H : Matrix n n ℂ} (hH : H.IsHermitian) (E : ℝ) (a b : ℕ)
    (x : n → ℂ) :
    star ((exc H E) ^ a *ᵥ x) ⬝ᵥ ((exc H E) ^ b *ᵥ x)
      = star x ⬝ᵥ ((exc H E) ^ (a + b) *ᵥ x) := by
  have hK : (exc H E)ᴴ = exc H E := by
    simp [exc, Matrix.conjTranspose_sub, Matrix.conjTranspose_smul, hH.eq]
  rw [Matrix.star_mulVec, Matrix.conjTranspose_pow, hK, ← Matrix.dotProduct_mulVec,
    Matrix.mulVec_mulVec, pow_add]

/-- Third-moment sum rule for an arbitrary operator `A`, with `H` Hermitian and `Hψ = Eψ`: `⟨ψ,
[[A†, H], [H, [H, A]]] ψ⟩ = ⟨Aψ, (H - E)³ Aψ⟩ + ⟨A†ψ, (H - E)³ A†ψ⟩`. -/
theorem third_moment_sum_rule {H : Matrix n n ℂ} (hH : H.IsHermitian) {E : ℝ} {ψ : n → ℂ}
    (hψ : H *ᵥ ψ = (E : ℂ) • ψ) (A : Matrix n n ℂ) :
    star ψ ⬝ᵥ (comm (comm Aᴴ H) (comm H (comm H A)) *ᵥ ψ)
      = thirdMoment H E (A *ᵥ ψ) + thirdMoment H E (Aᴴ *ᵥ ψ) := by
  -- the left factor of a product acts on the bra through its adjoint
  have bra : ∀ X Y : Matrix n n ℂ,
      star ψ ⬝ᵥ ((X * Y) *ᵥ ψ) = star (Xᴴ *ᵥ ψ) ⬝ᵥ (Y *ᵥ ψ) := by
    intro X Y
    rw [Matrix.star_mulVec, Matrix.conjTranspose_conjTranspose, ← Matrix.mulVec_mulVec,
      Matrix.dotProduct_mulVec]
  have flip : comm Aᴴ H = -comm H Aᴴ := by simp only [comm, neg_sub]
  have one : ∀ X : Matrix n n ℂ, comm H X *ᵥ ψ = (exc H E) ^ 1 *ᵥ (X *ᵥ ψ) := by
    intro X
    rw [pow_one, comm_mulVec_eigenstate hψ]
  have two : ∀ X : Matrix n n ℂ,
      comm H (comm H X) *ᵥ ψ = (exc H E) ^ 2 *ᵥ (X *ᵥ ψ) := by
    intro X
    rw [comm_mulVec_eigenstate hψ, comm_mulVec_eigenstate hψ, Matrix.mulVec_mulVec, pow_two]
  have adj1 : (comm Aᴴ H)ᴴ = comm H A := by
    rw [flip, Matrix.conjTranspose_neg, comm_conjTranspose hH,
      Matrix.conjTranspose_conjTranspose, neg_neg]
  have adj2 : (comm H (comm H A))ᴴ = comm H (comm H Aᴴ) := by
    rw [comm_conjTranspose hH, comm_conjTranspose hH]
    simp only [comm, mul_neg, neg_mul]
    abel
  -- the two orderings of the outer commutator give the two moments
  have first : star ψ ⬝ᵥ ((comm Aᴴ H * comm H (comm H A)) *ᵥ ψ)
      = thirdMoment H E (A *ᵥ ψ) := by
    rw [bra, adj1, one, two, exc_pow_move hH]
    rfl
  have second : star ψ ⬝ᵥ ((comm H (comm H A) * comm Aᴴ H) *ᵥ ψ)
      = -thirdMoment H E (Aᴴ *ᵥ ψ) := by
    rw [bra, adj2, flip, Matrix.neg_mulVec, dotProduct_neg, one, two, exc_pow_move hH]
    rfl
  rw [comm, Matrix.sub_mulVec, dotProduct_sub, first, second, sub_neg_eq_add]

end

end ThirdMomentSumRule
```

Compiling this gives:

```
Main.lean:80:65: error: Tactic `rewrite` failed: Did not find an occurrence of the pattern
  comm H (comm H ?X) *ᵥ ψ
in the target expression
  -(star (exc H E ^ 1 *ᵥ comm H Aᴴ *ᵥ ψ) ⬝ᵥ comm H Aᴴ *ᵥ ψ) = -thirdMoment H E (Aᴴ *ᵥ ψ)

n : Type u_1
inst✝¹ : Fintype n
inst✝ : DecidableEq n
H : Matrix n n ℂ
hH : H.IsHermitian
E : ℝ
ψ : n → ℂ
hψ : H *ᵥ ψ = ↑E • ψ
A : Matrix n n ℂ
bra : ∀ (X Y : Matrix n n ℂ), star ψ ⬝ᵥ (X * Y) *ᵥ ψ = star (Xᴴ *ᵥ ψ) ⬝ᵥ Y *ᵥ ψ
flip : comm Aᴴ H = -comm H Aᴴ
one : ∀ (X : Matrix n n ℂ), comm H X *ᵥ ψ = exc H E ^ 1 *ᵥ X *ᵥ ψ
two : ∀ (X : Matrix n n ℂ), comm H (comm H X) *ᵥ ψ = exc H E ^ 2 *ᵥ X *ᵥ ψ
adj1 : (comm Aᴴ H)ᴴ = comm H A
adj2 : (comm H (comm H A))ᴴ = comm H (comm H Aᴴ)
first : star ψ ⬝ᵥ (comm Aᴴ H * comm H (comm H A)) *ᵥ ψ = thirdMoment H E (A *ᵥ ψ)
⊢ -(star (exc H E ^ 1 *ᵥ comm H Aᴴ *ᵥ ψ) ⬝ᵥ comm H Aᴴ *ᵥ ψ) = -thirdMoment H E (Aᴴ *ᵥ ψ)
```

The error says that `rw` found no double commutator `comm H (comm H ?X) *ᵥ ψ` to rewrite with `two`. There had been one, in the bra of `second`, but the preceding rewrite with `one` had used it up. The left side of `one` is `comm H X *ᵥ ψ` for any `X`, so it also matches a double commutator, with `X` equal to `comm H Aᴴ`. `rw` settled on that match and rewrote only its instances. This left `exc H E ^ 1 *ᵥ comm H Aᴴ *ᵥ ψ` in the bra and the single commutator in the ket untouched, as the printed goal shows.

The repair swaps the two rewrites. `two` now turns the double commutator into a factor `exc H E ^ 2`, after which `one` can match only the single commutator in the ket. Both sides then have the form `exc_pow_move` needs, with powers 2 and 1 that add up to the third moment.

The same order, `one` before `two`, works in `first` because there the single commutator is in the bra and is matched first.

This version goes through:

```diff
@@ -78,5 +78,5 @@
   have second : star ψ ⬝ᵥ ((comm H (comm H A) * comm Aᴴ H) *ᵥ ψ)
       = -thirdMoment H E (Aᴴ *ᵥ ψ) := by
-    rw [bra, adj2, flip, Matrix.neg_mulVec, dotProduct_neg, one, two, exc_pow_move hH]
+    rw [bra, adj2, flip, Matrix.neg_mulVec, dotProduct_neg, two, one, exc_pow_move hH]
     rfl
   rw [comm, Matrix.sub_mulVec, dotProduct_sub, first, second, sub_neg_eq_add]
```
